# A slope criterion for charge transfer between distant fragments with convex energies

Two distant fragments share one electron. The acceptor holds the charge $q$ and has energy $f(q)$; the donor holds $1-q$ and has energy $g(1-q)$. The total energy is

$$h(q)=f(q)+g(1-q),\qquad 0\le q\le 1 .$$

If $f$ and $g$ are convex and have the one-sided derivatives $f'(0)$ and $g'(1)$, then $q=0$ minimizes $h$ if and only if $f'(0)\ge g'(1)$. If instead $f'(0)<g'(1)$ while $h(0)<h(1)$, and $f$ and $g$ are continuous, then a minimizer exists and every minimizer satisfies $0<q<1$.

The charges count electrons above fixed integer cores, so $q=0$ is the state without transfer. The acceptor's affinity is $A=f(0)-f(1)$ and the donor's ionization energy is $I=g(0)-g(1)$. Hence $h(1)-h(0)=I-A$, and the condition $h(0)<h(1)$ says that moving a whole electron costs energy. An energy that is linear between integers, as the exact one is, makes $h$ linear, and $q=0$ is then the only minimizer when $I>A$. A fractional minimizer under the same condition is therefore spurious. Approximate semilocal functionals often give convex curves between integers, and the result shows how such curvature can produce fractionally charged fragments at dissociation, in a model of two non-interacting fragments with prescribed energy curves.

## Derivation from slopes and chords

**The slope of the total energy.** By the chain rule, $h'(q)=f'(q)-g'(1-q)$ wherever the derivatives exist. At the start of the transfer,
$$h'(0)=f'(0)-g'(1),$$
the acceptor's chemical potential for gaining charge minus the donor's for losing it.

**A minimum at zero requires a non-negative slope.** If $h(t)\ge h(0)$ for all $t\in[0,1]$, then $(h(t)-h(0))/t\ge 0$ for $0<t\le 1$. Letting $t\to0$ gives $h'(0)\ge 0$, that is, $f'(0)\ge g'(1)$.

**For convex fragments this is enough.** Since
$$1-\big((1-t)x+ty\big)=(1-t)(1-x)+t(1-y),$$
convexity of $g$ makes $q\mapsto g(1-q)$ convex, and so $h$ is convex. For $y\in[0,1]$ and $0<t\le1$, the chord from $0$ to $y$ lies above the curve:
$$h(ty)\le(1-t)h(0)+t\,h(y),\qquad\text{so}\qquad \frac{h(ty)-h(0)}{t}\le h(y)-h(0).$$
As $t\to0$ the left side tends to $h'(0)\,y$. If $h'(0)\ge0$, then $h(y)-h(0)\ge h'(0)\,y\ge0$, and $q=0$ is a minimizer.

**Both endpoints can fail.** A continuous $h$ attains its minimum on $[0,1]$. If $f'(0)<g'(1)$, then $h'(0)<0$ and the minimum is not at $0$. If $h(0)<h(1)$, it is not at $1$ either. Every minimizer is then strictly fractional, and this argument makes no use of convexity.

**Parabolic fragments.** Let the acceptor and donor have constant curvatures $a$ and $b$:
$$f(n)=-An-\tfrac a2 n(1-n),\qquad g(n)=-In-\tfrac b2 n(1-n).$$
Then
$$h(q)=-I+(I-A)q-\tfrac{a+b}{2}\,q(1-q).$$
For $a+b>0$, set $r=(I-A)/(a+b)$ and $q_*=\tfrac12-r$. Completing the square gives
$$h(q)=h(q_*)+\tfrac{a+b}{2}(q-q_*)^2,\qquad h(q_*)=-I-\tfrac{a+b}{2}q_*^2 .$$
If $|I-A|<(a+b)/2$, then $|r|<\tfrac12$, so $q_*$ lies strictly between $0$ and $1$ and is the unique minimizer.

## The formal development

Energies are functions `ℝ → ℝ`, but the hypotheses concern only the interval `Icc 0 1`, which is $[0,1]$. `HasDerivWithinAt f μ (Icc 0 1) 0` says that the right derivative of $f$ at $0$ is $\mu$; the corresponding statement at $1$ gives a left derivative. Kinks at integer electron numbers are thus allowed, and functions differentiable on the whole line are included. `IsMinOn φ (Icc 0 1) x` says that $\varphi(x)\le\varphi(y)$ for every $y\in[0,1]$; that $x$ itself lies in the interval is stated separately.

In Lean 4 with Mathlib:

```lean
import Mathlib

open Set Filter Topology

namespace SpuriousChargeTransfer

noncomputable section
```

The total energy contains no interaction between the fragments, which is the idealisation of infinite separation. The curves $f$ and $g$ are inputs and are not derived from a density functional.

```lean
/-- Energy of two distant fragments sharing one electron: the acceptor `f` holds the
charge `q` and the donor `g` holds `1 - q`. -/
def totalEnergy (f g : ℝ → ℝ) (q : ℝ) : ℝ := f q + g (1 - q)
```

The parabolic model has one definition for both fragments. The acceptor is `curvedEnergy A a` and the donor `curvedEnergy I b`, so the argument called `A` in the definition takes the value $I$ for the donor.

```lean
/-- Parabolic fragment energy with curvature `U` that takes the values `0` at `n = 0`
and `-A` at `n = 1`. -/
def curvedEnergy (A U n : ℝ) : ℝ := -A * n - U / 2 * n * (1 - n)
```

The first lemma is the limit of difference quotients. `hasDerivWithinAt_iff_tendsto_slope'` rewrites the derivative as a limit over the open interval $(0,1)$, whose points approach $0$. Each quotient is non-negative, and `ge_of_tendsto` carries the inequality to the limit.

```lean
/-- If a function on `[0,1]` is smallest at `0` and has a right derivative there, then that
derivative is non-negative. -/
theorem right_slope_nonneg {ψ : ℝ → ℝ} {c : ℝ}
    (hd : HasDerivWithinAt ψ c (Icc 0 1) 0)
    (h : ∀ t ∈ Icc (0 : ℝ) 1, ψ 0 ≤ ψ t) : 0 ≤ c := by
  have hs := (hasDerivWithinAt_iff_tendsto_slope'
    (by simp : (0 : ℝ) ∉ Ioo (0 : ℝ) 1)).1 (hd.mono Ioo_subset_Icc_self)
  have : (𝓝[Ioo (0 : ℝ) 1] 0).NeBot := left_nhdsWithin_Ioo_neBot one_pos
  -- every difference quotient is non-negative, hence so is the limit
  refine ge_of_tendsto hs ?_
  filter_upwards [self_mem_nhdsWithin] with t ht
  rw [slope_def_field]
  exact div_nonneg (sub_nonneg.2 (h t ⟨ht.1.le, ht.2.le⟩)) (by linarith [ht.1])
```

The next lemma restricts an energy $\varphi$ to the segment from $x$ to $y$. With $d$ the derivative at $x$, the chain rule gives $t\mapsto\varphi(x+t(y-x))$ the initial slope $d(y-x)$. Convexity of the interval keeps the segment inside $[0,1]$.

```lean
/-- For `x` and `y` in `[0,1]`, moving the charge from `x` towards `y` changes the energy at the
initial rate `d * (y - x)`, where `d` is the derivative of the energy at `x` within `[0,1]`. -/
theorem deriv_along_segment {φ : ℝ → ℝ} {d x y : ℝ} (hx : x ∈ Icc (0 : ℝ) 1)
    (hy : y ∈ Icc (0 : ℝ) 1) (hd : HasDerivWithinAt φ d (Icc 0 1) x) :
    HasDerivWithinAt (fun t => φ (x + t * (y - x))) (d * (y - x)) (Icc 0 1) 0 := by
  have hl : HasDerivWithinAt (fun t : ℝ => x + t * (y - x)) (y - x) (Icc 0 1) 0 := by
    have h := (((hasDerivAt_id' (0 : ℝ)).mul_const (y - x)).const_add x).hasDerivWithinAt
      (s := Icc (0 : ℝ) 1)
    simpa only [one_mul] using h
  have hd' : HasDerivWithinAt φ d (Icc 0 1) (x + 0 * (y - x)) := by
    rwa [zero_mul, add_zero]
  exact HasDerivWithinAt.comp (h := fun t : ℝ => x + t * (y - x)) (h₂ := φ) 0 hd' hl
    (fun t ht => by
      simpa only [smul_eq_mul] using (convex_Icc (0 : ℝ) 1).add_smul_sub_mem hx hy ht)
```

Together, these two lemmas give the first-order condition at any minimizer $x$: $0\le d(y-x)$ for every admissible $y$. The hand derivation needed only the case $x=0$.

```lean
/-- At a minimizer of the energy on `[0,1]`, no admissible displacement of charge lowers
the energy to first order. -/
theorem slope_nonneg_of_isMinOn {φ : ℝ → ℝ} {d x y : ℝ} (hx : x ∈ Icc (0 : ℝ) 1)
    (hy : y ∈ Icc (0 : ℝ) 1) (hd : HasDerivWithinAt φ d (Icc 0 1) x)
    (hmin : IsMinOn φ (Icc 0 1) x) : 0 ≤ d * (y - x) :=
  right_slope_nonneg (deriv_along_segment hx hy hd) (fun t ht => by
    simpa only [zero_mul, add_zero, smul_eq_mul] using
      isMinOn_iff.1 hmin _ ((convex_Icc (0 : ℝ) 1).add_smul_sub_mem hx hy ht))
```

For convex $\varphi$ the condition is also sufficient. The proof takes the difference between chord and curve, up to the constant $\varphi(x)$,
$$t\mapsto t(\varphi(y)-\varphi(x))-\varphi(x+t(y-x)),$$
which is smallest at $t=0$ because the chord lies above the curve. By `right_slope_nonneg` its initial slope is non-negative, so $\varphi(y)-\varphi(x)\ge d(y-x)$. This is the limit taken by hand, without an explicit division by $t$. Convexity enters only in this direction of the equivalence.

```lean
/-- For a convex energy on `[0,1]` with derivative `d` at a point `x` of `[0,1]`, the point `x` is a
minimizer exactly when `0 ≤ d * (y - x)` for every `y` in `[0,1]`. -/
theorem isMinOn_iff_slope {φ : ℝ → ℝ} {d x : ℝ} (hφ : ConvexOn ℝ (Icc 0 1) φ)
    (hx : x ∈ Icc (0 : ℝ) 1) (hd : HasDerivWithinAt φ d (Icc 0 1) x) :
    IsMinOn φ (Icc 0 1) x ↔ ∀ y ∈ Icc (0 : ℝ) 1, 0 ≤ d * (y - x) := by
  refine ⟨fun h y hy => slope_nonneg_of_isMinOn hx hy hd h,
    fun h => isMinOn_iff.2 fun y hy => ?_⟩
  -- the chord lies above the energy, so its slope is at least the initial slope
  have hψ : HasDerivWithinAt (fun t => t * (φ y - φ x) - φ (x + t * (y - x)))
      (1 * (φ y - φ x) - d * (y - x)) (Icc 0 1) 0 :=
    ((hasDerivAt_id' (0 : ℝ)).mul_const (φ y - φ x)).hasDerivWithinAt.fun_sub
      (deriv_along_segment hx hy hd)
  have h0 := right_slope_nonneg hψ (fun t ht => by
    have hc := hφ.2 hx hy (sub_nonneg.2 ht.2) ht.1 (by ring)
    simp only [smul_eq_mul] at hc
    have e : (1 - t) * x + t * y = x + t * (y - x) := by ring
    rw [e] at hc
    simp only [zero_mul, add_zero, zero_sub]
    linarith)
  linarith [h y hy]
```

Two lemmas transfer these facts to the total energy. The first proves convexity, with the identity for $1-(ax+by)$ as `e`; here `a` and `b` are convex weights with sum $1$, not curvatures.

```lean
/-- Convex fragment energies give a convex total energy as a function of the
transferred charge. -/
theorem totalEnergy_convexOn {f g : ℝ → ℝ} (hf : ConvexOn ℝ (Icc 0 1) f)
    (hg : ConvexOn ℝ (Icc 0 1) g) : ConvexOn ℝ (Icc 0 1) (totalEnergy f g) := by
  refine ⟨convex_Icc 0 1, fun x hx y hy a b ha hb hab => ?_⟩
  have h1 := hf.2 hx hy ha hb hab
  have h2 := hg.2 (x := 1 - x) ⟨by linarith [hx.2], by linarith [hx.1]⟩
    (y := 1 - y) ⟨by linarith [hy.2], by linarith [hy.1]⟩ ha hb hab
  simp only [smul_eq_mul, totalEnergy] at h1 h2 ⊢
  have e : a * (1 - x) + b * (1 - y) = 1 - (a * x + b * y) := by linear_combination hab
  rw [e] at h2
  linarith
```

The second computes the slope. The inner function $1-t$ has derivative $-1$, which produces the minus sign in `μ - ν`. The donor's derivative is taken at `1 - q`, the charge it still holds.

```lean
/-- The slope of the total energy is the acceptor's chemical potential minus the donor's. -/
theorem totalEnergy_hasDeriv {f g : ℝ → ℝ} {μ ν q : ℝ}
    (hf : HasDerivWithinAt f μ (Icc 0 1) q)
    (hg : HasDerivWithinAt g ν (Icc 0 1) (1 - q)) :
    HasDerivWithinAt (totalEnergy f g) (μ - ν) (Icc 0 1) q := by
  have hr : HasDerivWithinAt (fun t : ℝ => 1 - t) (-1) (Icc 0 1) q :=
    ((hasDerivAt_id' q).const_sub 1).hasDerivWithinAt
  have hc := HasDerivWithinAt.comp (h := fun t : ℝ => 1 - t) (h₂ := g) q hg hr
    (fun t ht => ⟨by linarith [ht.2], by linarith [ht.1]⟩)
  have h : HasDerivWithinAt (fun t => f t + g (1 - t)) (μ + ν * (-1)) (Icc 0 1) q :=
    hf.fun_add hc
  have e : μ - ν = μ + ν * (-1) := by ring
  rw [e]
  exact h
```

The integer criterion now reads: for convex $f$ and $g$ on $[0,1]$, with $\mu=f'(0)$ and $\nu=g'(1)$, the point $q=0$ minimizes the total energy exactly when $\mu\ge\nu$. After the rewrite with `isMinOn_iff_slope`, the left side says that $0\le(\mu-\nu)(y-0)$ for all $y\in[0,1]$. Taking $y=1$ gives $\mu\ge\nu$; conversely, a product of non-negative numbers is non-negative. The theorem does not say that the minimizer is unique.

```lean
/-- For convex fragment energies, the state without charge transfer minimizes the total
energy exactly when `f'(0) ≥ g'(1)`. -/
theorem no_transfer_iff {f g : ℝ → ℝ} {μ ν : ℝ} (hf : ConvexOn ℝ (Icc 0 1) f)
    (hg : ConvexOn ℝ (Icc 0 1) g) (hμ : HasDerivWithinAt f μ (Icc 0 1) 0)
    (hν : HasDerivWithinAt g ν (Icc 0 1) 1) :
    IsMinOn (totalEnergy f g) (Icc 0 1) 0 ↔ μ ≥ ν := by
  rw [isMinOn_iff_slope (totalEnergy_convexOn hf hg) ⟨le_rfl, zero_le_one⟩
    (totalEnergy_hasDeriv hμ (by rwa [sub_zero]))]
  constructor
  · intro h
    have h1 := h 1 ⟨zero_le_one, le_rfl⟩
    linarith
  · intro h y hy
    exact mul_nonneg (by linarith) (by linarith [hy.1])
```

The theorem on fractional transfer replaces convexity by continuity, which serves only to provide a minimizer. Its hypotheses `hlt` and `hend` are $f'(0)<g'(1)$ and $h(0)<h(1)$. The conclusion has two parts: some $q\in[0,1]$ is a minimizer, and every minimizer in $[0,1]$ satisfies $0<q<1$.

Existence comes from `isCompact_Icc.exists_isMinOn`. For the second part, the proof assumes in turn that the minimizer is $0$ or $1$. At $0$ the first-order condition with $y=1$ would give $\mu-\nu\ge0$, against `hlt`. At $1$ minimality would give $h(1)\le h(0)$, against `hend`.

```lean
/-- Let the fragment energies be continuous with `f'(0) < g'(1)`, and let full transfer cost
energy. Then the total energy has a minimizer, and every minimizer is strictly fractional. -/
theorem spurious_transfer {f g : ℝ → ℝ} {μ ν : ℝ} (hf : ContinuousOn f (Icc 0 1))
    (hg : ContinuousOn g (Icc 0 1)) (hμ : HasDerivWithinAt f μ (Icc 0 1) 0)
    (hν : HasDerivWithinAt g ν (Icc 0 1) 1) (hlt : μ < ν)
    (hend : totalEnergy f g 0 < totalEnergy f g 1) :
    (∃ q ∈ Icc (0 : ℝ) 1, IsMinOn (totalEnergy f g) (Icc 0 1) q) ∧
      ∀ q ∈ Icc (0 : ℝ) 1, IsMinOn (totalEnergy f g) (Icc 0 1) q → 0 < q ∧ q < 1 := by
  constructor
  · have hr : ContinuousOn (fun q : ℝ => 1 - q) (Icc 0 1) := by fun_prop
    have hc : ContinuousOn (totalEnergy f g) (Icc 0 1) :=
      hf.add (hg.comp hr (fun t ht => ⟨by linarith [ht.2], by linarith [ht.1]⟩))
    exact isCompact_Icc.exists_isMinOn ⟨0, le_rfl, zero_le_one⟩ hc
  · intro q hq hmin
    refine ⟨lt_of_le_of_ne hq.1 ?_, lt_of_le_of_ne hq.2 ?_⟩
    · -- at `q = 0` the energy still falls
      rintro rfl
      have h := slope_nonneg_of_isMinOn hq (y := 1) ⟨zero_le_one, le_rfl⟩
        (totalEnergy_hasDeriv hμ (by rwa [sub_zero])) hmin
      linarith
    · -- `q = 1` lies above `q = 0`
      rintro rfl
      exact not_le_of_gt hend (isMinOn_iff.1 hmin 0 ⟨le_rfl, zero_le_one⟩)
```

The last theorem gives the fractional charge explicitly. Its only hypothesis, $|I-A|<(a+b)/2$, compares the energy of a full transfer with the mean of the two curvatures. It forces $a+b>0$ but not the positivity of each curvature, so one fragment may be concave. It also allows $I<A$, where a linear interpolation would put the whole electron on the acceptor.

The proof names the ratio `r`, derives $-\tfrac12<r<\tfrac12$, and establishes the completed square as `key`. A minimizer other than $\tfrac12-r$ would have an energy higher by a positive square term, which is a contradiction. Conversely, the square term is never negative, so $\tfrac12-r$ is a minimizer.

```lean
/-- Parabolic fragments with donor ionization energy `I`, acceptor affinity `A` and
curvatures `b`, `a`: if `|I - A| < (a + b) / 2`, the unique minimizer on `[0,1]` is the
fractional charge `1/2 - (I - A) / (a + b)`. -/
theorem parabolic_transfer {A I a b : ℝ} (hgap : |I - A| < (a + b) / 2) :
    1 / 2 - (I - A) / (a + b) ∈ Ioo (0 : ℝ) 1 ∧
      ∀ q ∈ Icc (0 : ℝ) 1,
        (IsMinOn (totalEnergy (curvedEnergy A a) (curvedEnergy I b)) (Icc 0 1) q ↔
          q = 1 / 2 - (I - A) / (a + b)) := by
  obtain ⟨h1, h2⟩ := abs_lt.1 hgap
  have hs : 0 < a + b := by linarith
  obtain ⟨r, hr⟩ : ∃ r, r = (I - A) / (a + b) := ⟨_, rfl⟩
  have hr1 : -(1 / 2) < r := by rw [hr, lt_div_iff₀ hs]; linarith
  have hr2 : r < 1 / 2 := by rw [hr, div_lt_iff₀ hs]; linarith
  have hrs : I - A = r * (a + b) := by rw [hr, div_mul_cancel₀ _ hs.ne']
  rw [← hr]
  -- complete the square around the fractional charge
  have key : ∀ q, totalEnergy (curvedEnergy A a) (curvedEnergy I b) q =
      totalEnergy (curvedEnergy A a) (curvedEnergy I b) (1 / 2 - r) +
        (a + b) / 2 * (q - (1 / 2 - r)) ^ 2 := by
    intro q
    simp only [totalEnergy, curvedEnergy]
    linear_combination (q - (1 / 2 - r)) * hrs
  refine ⟨⟨by linarith, by linarith⟩, fun q _ => ⟨fun h => ?_, fun h => ?_⟩⟩
  · by_contra hne
    have h3 := isMinOn_iff.1 h (1 / 2 - r) ⟨by linarith, by linarith⟩
    have h4 : 0 < (q - (1 / 2 - r)) ^ 2 :=
      (sq_nonneg _).lt_of_ne (pow_ne_zero 2 (sub_ne_zero.2 hne)).symm
    linarith [key q, mul_pos (half_pos hs) h4]
  · rw [h]
    exact isMinOn_iff.2 fun y _ => by
      linarith [key y, mul_nonneg (half_pos hs).le (sq_nonneg (y - (1 / 2 - r)))]

end

end SpuriousChargeTransfer
```

```lean
#print axioms SpuriousChargeTransfer.totalEnergy_convexOn
#print axioms SpuriousChargeTransfer.no_transfer_iff
#print axioms SpuriousChargeTransfer.spurious_transfer
#print axioms SpuriousChargeTransfer.parabolic_transfer
```

```
'SpuriousChargeTransfer.totalEnergy_convexOn' depends on axioms: [propext, Classical.choice, Quot.sound]
'SpuriousChargeTransfer.no_transfer_iff' depends on axioms: [propext, Classical.choice, Quot.sound]
'SpuriousChargeTransfer.spurious_transfer' depends on axioms: [propext, Classical.choice, Quot.sound]
'SpuriousChargeTransfer.parabolic_transfer' depends on axioms: [propext, Classical.choice, Quot.sound]
```
